# The sign of the Stark shift of an ns Rydberg level coupled to np and (n−1)p

Does a weak static electric field lower or raise an ns Rydberg level? The model here lets the field mix in only the two neighbours np and (n−1)p, with dipole moments $an^2$ and $bn^2$ along the field, where $a,b$ are real constants. An atom's full response also includes the other p levels and the continuum; that two levels suffice is a physical assumption.

Write $d_s,d_p$ for the quantum defects, taken independent of $n$, and $\delta=d_s-d_p$, with $0<\delta<1$. Then, for $n>d_p+1$, np lies above ns and (n−1)p below it. If $a$ and $b$ are nonzero, these two levels push ns in opposite directions, and which one wins at large $n$ depends on how $\delta$ compares with $a^2/(a^2+b^2)$.

## Energies, polarizability and shift

```lean
import Mathlib

open Filter Topology

namespace RydbergPolarizability

noncomputable section

/-- Energy, in atomic units, of a Rydberg level with principal quantum number `n` and
quantum defect `d`, for `n ≠ d`. -/
def levelEnergy (n d : ℝ) : ℝ := -1 / (2 * (n - d) ^ 2)
```

This is the quantum-defect energy $E(n,d)=-1/(2(n-d)^2)$ in atomic units. The letter `d` is a quantum defect, often written $\delta$ in textbooks. Both arguments are real, so $n-1$ is ordinary subtraction.

```lean
/-- Static polarizability of a level of energy `E0` coupled by dipole moments `μ k` to
levels of energies `E k`, all different from `E0`. -/
def polarizability {ι : Type*} [Fintype ι] (E0 : ℝ) (E μ : ι → ℝ) : ℝ :=
  ∑ k, 2 * μ k ^ 2 / (E k - E0)
```

For a level of energy $E_0$, this is $\alpha=\sum_k 2\mu_k^2/(E_k-E_0)$. The index type `ι` is finite and labels the coupled levels.

```lean
/-- Second-order perturbation sum for the energy shift of the level `E0` in a static field
`F`, with coupled energies `E k` all different from `E0`. -/
def secondOrderShift {ι : Type*} [Fintype ι] (F E0 : ℝ) (E μ : ι → ℝ) : ℝ :=
  ∑ k, (F * μ k) ^ 2 / (E0 - E k)
```

The shift has its own definition, the perturbation sum $\Delta E=\sum_k (F\mu_k)^2/(E_0-E_k)$ in a field $F$.

```lean
/-- Energies of the two p levels np and (n-1)p with quantum defect `dp`, for `n` different from `dp`
and `dp + 1`. -/
def pLevels (dp n : ℝ) : Fin 2 → ℝ := ![levelEnergy n dp, levelEnergy (n - 1) dp]
```

`Fin 2` has two elements, and `![x, y]` lists the values on them: first np, then (n−1)p.

```lean
/-- Dipole moments from ns to np and to (n-1)p, both proportional to `n ^ 2`. -/
def pDipoles (a b n : ℝ) : Fin 2 → ℝ := ![a * n ^ 2, b * n ^ 2]
```

The dipole moments come in the same order. The growth as $n^2$ stands for the size of a Rydberg orbit.

```lean
/-- The second-order shift is minus one half of the polarizability times the squared field. -/
theorem secondOrderShift_eq {ι : Type*} [Fintype ι] (F E0 : ℝ) (E μ : ι → ℝ) :
    secondOrderShift F E0 E μ = -(1 / 2) * polarizability E0 E μ * F ^ 2 := by
  unfold secondOrderShift polarizability
  rw [Finset.mul_sum, Finset.sum_mul]
  refine Finset.sum_congr rfl fun k _ => ?_
  rw [← neg_sub (E k) E0, div_neg]
  ring
```

Reversing the denominator gives
$$\frac{(F\mu_k)^2}{E_0-E_k}=-\frac12\,\frac{2\mu_k^2}{E_k-E_0}\,F^2,$$
and summing gives $\Delta E=-\tfrac12\alpha F^2$. The proof does this term by term. Lean sets division by zero to zero, so the identity needs no hypothesis $E_k\ne E_0$, but its physical reading does.

## From the level gap to the $n^7$ law

```lean
/-- The gap between a level of defect `d'` in the manifold `n - m` and a level of defect `d`
in the manifold `n`, multiplied by `n ^ 3`, tends to `d - d' - m`. -/
theorem gap_scaling (d d' m : ℝ) :
    Tendsto (fun n : ℕ => (n : ℝ) ^ 3 * (levelEnergy (n - m) d' - levelEnergy n d))
      atTop (𝓝 (d - d' - m)) := by
  obtain ⟨e, he⟩ : ∃ e, e = d' + m := ⟨_, rfl⟩
  -- the scaled gap is a rational function of 1/n, continuous at zero
  have hc : ContinuousAt (fun u : ℝ =>
      (d - e) * (2 - (d + e) * u) / (2 * (1 - d * u) ^ 2 * (1 - e * u) ^ 2)) 0 := by
    fun_prop (disch := norm_num)
  have h := hc.tendsto.comp (tendsto_inv_atTop_nhds_zero_nat (𝕜 := ℝ))
  have hl : (d - e) * (2 - (d + e) * 0) / (2 * (1 - d * 0) ^ 2 * (1 - e * 0) ^ 2)
      = d - d' - m := by
    rw [he]
    ring
  rw [← hl]
  refine Tendsto.congr' ?_ h
  have hcast := tendsto_natCast_atTop_atTop (R := ℝ)
  filter_upwards [hcast.eventually_gt_atTop 0, hcast.eventually_gt_atTop d,
    hcast.eventually_gt_atTop e] with n h0 h1 h2
  have hn : (n : ℝ) ≠ 0 := h0.ne'
  have hd : (n : ℝ) - d ≠ 0 := (sub_pos.mpr h1).ne'
  have hn' : (n : ℝ) - e ≠ 0 := (sub_pos.mpr h2).ne'
  have e1 : 1 - d * (n : ℝ)⁻¹ = (n - d) / n := by field_simp
  have e2 : 1 - e * (n : ℝ)⁻¹ = (n - e) / n := by field_simp
  have e3 : (n : ℝ) - m - d' = n - e := by rw [he]; ring
  simp only [Function.comp_apply, levelEnergy]
  rw [e1, e2, e3]
  field_simp
  ring
```

`Tendsto f atTop (𝓝 L)` says that $f(n)\to L$ as $n\to\infty$. The letter `m` is an offset in $n$, not a magnetic quantum number. With the effective defect $e=d'+m$,
$$E(n-m,d')-E(n,d)=\frac{(n-e)^2-(n-d)^2}{2(n-d)^2(n-e)^2}=\frac{(d-e)(2n-d-e)}{2(n-d)^2(n-e)^2}.$$
Multiply by $n^3$ and put $u=1/n$:
$$\frac{(d-e)\,(2-(d+e)u)}{2(1-du)^2(1-eu)^2}\;\longrightarrow\; d-e=d-d'-m\quad(u\to0).$$
`fun_prop` proves continuity at $u=0$. `filter_upwards` restricts to $n$ larger than $0$, $d$ and $e$, where the two forms agree.

```lean
/-- If the dipole moment to a single coupled level, divided by `n ^ 2`, tends to `c`, and the
effective defects `d` and `d' + m` differ, then the polarizability term of that level, divided by
`n ^ 7`, tends to `2 * c ^ 2 / (d - d' - m)`. -/
theorem channel_scaling (d d' m c : ℝ) (μ : ℕ → ℝ)
    (hμ : Tendsto (fun n : ℕ => μ n / (n : ℝ) ^ 2) atTop (𝓝 c)) (hd : d - d' - m ≠ 0) :
    Tendsto (fun n : ℕ =>
        2 * μ n ^ 2 / (levelEnergy (n - m) d' - levelEnergy n d) / (n : ℝ) ^ 7)
      atTop (𝓝 (2 * c ^ 2 / (d - d' - m))) := by
  have h : Tendsto (fun n : ℕ => 2 * (μ n / (n : ℝ) ^ 2) ^ 2 /
      ((n : ℝ) ^ 3 * (levelEnergy (n - m) d' - levelEnergy n d)))
      atTop (𝓝 (2 * c ^ 2 / (d - d' - m))) :=
    ((hμ.pow 2).const_mul 2).div (gap_scaling d d' m) hd
  refine h.congr fun n => ?_
  generalize levelEnergy (n - m) d' - levelEnergy n d = g
  ring
```

Let $g_n$ be the gap and suppose $\mu_n/n^2\to c$. Then
$$\frac{2\mu_n^2}{g_n n^7}=\frac{2(\mu_n/n^2)^2}{n^3g_n}\longrightarrow\frac{2c^2}{d-d'-m}.$$
Hypothesis `hd` keeps the limiting denominator away from zero.

```lean
/-- For finitely many coupled levels, with defects `d k` in the manifolds `n - m k` and dipole
moments that, divided by `n ^ 2`, tend to `c k`, the polarizability divided by `n ^ 7` tends to the
sum of the terms `2 * c k ^ 2 / (d0 - d k - m k)`, if no effective defect `d k + m k` equals the
defect `d0` of the level itself. -/
theorem polarizability_scaling {ι : Type*} [Fintype ι] (d0 : ℝ) (d c : ι → ℝ) (m : ι → ℤ)
    (μ : ℕ → ι → ℝ)
    (hμ : ∀ k, Tendsto (fun n : ℕ => μ n k / (n : ℝ) ^ 2) atTop (𝓝 (c k)))
    (hd : ∀ k, d0 - d k - m k ≠ 0) :
    Tendsto (fun n : ℕ => polarizability (levelEnergy n d0)
        (fun k => levelEnergy (n - m k) (d k)) (μ n) / (n : ℝ) ^ 7)
      atTop (𝓝 (∑ k, 2 * c k ^ 2 / (d0 - d k - m k))) := by
  simp only [polarizability, Finset.sum_div]
  exact tendsto_finsetSum _ fun k _ =>
    channel_scaling d0 (d k) (m k) (c k) (fun n => μ n k) (hμ k) (hd k)
```

Adding finitely many such limits gives the corresponding law for a finite set of coupled levels with fixed offsets $m_k$ and defects $d_k$, provided that no effective defect $d_k+m_k$ equals the defect $d_0$ of the level itself. Hydrogen, with all defects zero, violates this condition when ns is coupled to np, because the two levels are then degenerate. The two-level result below uses the single-level theorem directly.

## Two p levels in competition

```lean
/-- The polarizability of ns written out as the sum of its np and (n-1)p terms. -/
theorem polarizability_ns (a b ds dp n : ℝ) :
    polarizability (levelEnergy n ds) (pLevels dp n) (pDipoles a b n) =
      2 * a ^ 2 * n ^ 4 / (levelEnergy n dp - levelEnergy n ds) +
      2 * b ^ 2 * n ^ 4 / (levelEnergy (n - 1) dp - levelEnergy n ds) := by
  simp only [polarizability, pLevels, pDipoles, Fin.sum_univ_two, Matrix.cons_val_zero,
    Matrix.cons_val_one]
  ring
```

The sum over `Fin 2` is written out as its np and (n−1)p terms.

```lean
/-- For a defect difference `ds - dp` strictly between 0 and 1, the polarizability of ns
divided by `n ^ 7` tends to a positive np term minus a positive (n-1)p term when both
couplings `a` and `b` are nonzero. -/
theorem polarizability_ns_limit (a b ds dp : ℝ) (h0 : 0 < ds - dp) (h1 : ds - dp < 1) :
    Tendsto (fun n : ℕ => polarizability (levelEnergy n ds) (pLevels dp n)
        (pDipoles a b n) / (n : ℝ) ^ 7)
      atTop (𝓝 (2 * a ^ 2 / (ds - dp) - 2 * b ^ 2 / (1 - (ds - dp)))) := by
  have hμ : ∀ c : ℝ, Tendsto (fun n : ℕ => c * (n : ℝ) ^ 2 / (n : ℝ) ^ 2) atTop (𝓝 c) := by
    intro c
    refine tendsto_const_nhds.congr' ?_
    filter_upwards [eventually_gt_atTop 0] with n hn
    have hn' : (n : ℝ) ^ 2 ≠ 0 := pow_ne_zero 2 (Nat.cast_ne_zero.mpr hn.ne')
    exact (mul_div_cancel_right₀ c hn').symm
  -- np lies above ns, (n-1)p lies below it
  have hnp := channel_scaling ds dp 0 a _ (hμ a) (by linarith)
  have hlow := channel_scaling ds dp 1 b _ (hμ b) (by linarith)
  have h := hnp.add hlow
  simp only [sub_zero] at h
  have hl : 2 * a ^ 2 / (ds - dp) - 2 * b ^ 2 / (1 - (ds - dp)) =
      2 * a ^ 2 / (ds - dp) + 2 * b ^ 2 / (ds - dp - 1) := by
    rw [← neg_sub 1 (ds - dp), div_neg, sub_eq_add_neg]
  rw [hl]
  refine h.congr fun n => ?_
  rw [polarizability_ns]
  ring
```

For np the offset is $0$ and the denominator tends to $\delta$; for (n−1)p the offset is $1$ and it tends to $\delta-1$. Hence
$$\frac{\alpha_n}{n^7}\longrightarrow\frac{2a^2}{\delta}+\frac{2b^2}{\delta-1}=\frac{2a^2}{\delta}-\frac{2b^2}{1-\delta}.$$
In the proof, `hnp` and `hlow` are these two limits.

```lean
/-- For a defect difference `δ` strictly between 0 and 1 and couplings not both zero, the expression
`2 * a ^ 2 / δ - 2 * b ^ 2 / (1 - δ)` is positive exactly below `δ = a² / (a² + b²)` and negative
exactly above it. -/
theorem limit_sign (a b δ : ℝ) (h0 : 0 < δ) (h1 : δ < 1) (hab : 0 < a ^ 2 + b ^ 2) :
    (0 < 2 * a ^ 2 / δ - 2 * b ^ 2 / (1 - δ) ↔ δ < a ^ 2 / (a ^ 2 + b ^ 2)) ∧
    (2 * a ^ 2 / δ - 2 * b ^ 2 / (1 - δ) < 0 ↔ a ^ 2 / (a ^ 2 + b ^ 2) < δ) := by
  have h1' : 0 < 1 - δ := sub_pos.mpr h1
  have hp : 0 < δ * (1 - δ) := mul_pos h0 h1'
  have key : 2 * a ^ 2 / δ - 2 * b ^ 2 / (1 - δ) =
      2 * (a ^ 2 - δ * (a ^ 2 + b ^ 2)) / (δ * (1 - δ)) := by
    rw [div_sub_div _ _ h0.ne' h1'.ne']
    congr 1
    ring
  rw [key]
  constructor
  · rw [lt_div_iff₀ hp, lt_div_iff₀ hab, zero_mul]
    constructor <;> intro h <;> linarith
  · rw [div_lt_iff₀ hp, div_lt_iff₀ hab, zero_mul]
    constructor <;> intro h <;> linarith
```

Over a common denominator the limit is
$$\frac{2a^2(1-\delta)-2b^2\delta}{\delta(1-\delta)}=\frac{2\,[a^2-\delta(a^2+b^2)]}{\delta(1-\delta)}.$$
The denominator is positive, so the bracket decides the sign: positive exactly for $\delta<a^2/(a^2+b^2)$, negative exactly above that value. Hypothesis `hab` says that $a$ and $b$ are not both zero. The equation `key` is the common-denominator form.

```lean
/-- In a nonzero field, with `ds - dp` strictly between 0 and 1 and couplings not both zero, the
second-order shift of ns due to np and (n-1)p alone, with dipole moments `a * n ^ 2` and
`b * n ^ 2`, is negative for all large `n` if `ds - dp < a² / (a² + b²)`, and positive for all large
`n` if `ds - dp` is greater than this value. -/
theorem stark_shift_sign (a b ds dp F : ℝ) (h0 : 0 < ds - dp) (h1 : ds - dp < 1)
    (hab : 0 < a ^ 2 + b ^ 2) (hF : F ≠ 0) :
    (ds - dp < a ^ 2 / (a ^ 2 + b ^ 2) → ∀ᶠ n : ℕ in atTop,
      secondOrderShift F (levelEnergy n ds) (pLevels dp n) (pDipoles a b n) < 0) ∧
    (a ^ 2 / (a ^ 2 + b ^ 2) < ds - dp → ∀ᶠ n : ℕ in atTop,
      0 < secondOrderShift F (levelEnergy n ds) (pLevels dp n) (pDipoles a b n)) := by
  have hlim := polarizability_ns_limit a b ds dp h0 h1
  obtain ⟨hpos, hneg⟩ := limit_sign a b (ds - dp) h0 h1 hab
  have hF2 : 0 < F ^ 2 := by positivity
  constructor
  · intro h
    filter_upwards [hlim.eventually_const_lt (hpos.mpr h)] with n hn
    have hα : 0 < polarizability (levelEnergy n ds) (pLevels dp n) (pDipoles a b n) := by
      by_contra hc
      exact absurd hn (not_lt_of_ge
        (div_nonpos_of_nonpos_of_nonneg (not_lt.mp hc) (by positivity)))
    rw [secondOrderShift_eq]
    linarith [mul_pos hα hF2]
  · intro h
    filter_upwards [hlim.eventually_lt_const (hneg.mpr h)] with n hn
    have hα : polarizability (levelEnergy n ds) (pLevels dp n) (pDipoles a b n) < 0 := by
      by_contra hc
      exact absurd hn (not_lt_of_ge (div_nonneg (not_lt.mp hc) (by positivity)))
    rw [secondOrderShift_eq]
    linarith [mul_neg_of_neg_of_pos hα hF2]

end

end RydbergPolarizability
```

`∀ᶠ n : ℕ in atTop` means "for all sufficiently large $n$". If the limit is positive, $\alpha_n/n^7$ is eventually positive, hence so is $\alpha_n$, and $\Delta E=-\tfrac12\alpha_nF^2<0$ for $F\neq0$. Below the threshold ns therefore moves down; above it, the same argument with signs reversed moves ns up. At equality the theorem makes no claim.

The statement concerns the second-order sum at fixed $F$. For that sum to approximate a real shift, the field must be weak enough for each $n$ considered. In a sum-over-states calculation restricted to these two p levels, a small error in a quantum defect near the threshold can reverse the predicted direction of the shift at large $n$.

```lean
#print axioms RydbergPolarizability.polarizability_scaling
-- 'RydbergPolarizability.polarizability_scaling' depends on axioms: [propext, Classical.choice, Quot.sound]
#print axioms RydbergPolarizability.stark_shift_sign
-- 'RydbergPolarizability.stark_shift_sign' depends on axioms: [propext, Classical.choice, Quot.sound]
```
